# The traces tr(E^k) commute with every E_pq when the E_pq obey the gl(n) relations

The excitation operators are treated here as elements $E_{pq}$ of an arbitrary ring $A$, with $p,q$ in a finite index set of orbitals, and are collected in a matrix $E$ whose entries need not commute. No Fock space is built. All that is assumed is the relation

$$[E_{pq},E_{rs}]=\delta_{qr}E_{ps}-\delta_{ps}E_{rq},$$

which says how one orbital replacement acts on another. The spin-summed operators $\sum_\sigma a^\dagger_{p\sigma}a_{q\sigma}$ of electronic structure theory satisfy it when the orbitals are orthonormal, and for them $\sum_p E_{pp}$ is the electron number operator.

The claim is that $\sum_p E_{pp}$ and $\sum_{pq}E_{pq}E_{qp}$ commute with every $E_{rs}$. They are the cases $k=1,2$ of $\operatorname{tr}(E^k)$, for which the same argument works.

## Derivation through adjoint tensors

Call a matrix $T$ of operators an adjoint tensor if

$$[E_{pq},T_{rs}]=\delta_{qr}T_{ps}-\delta_{ps}T_{rq}.$$

The assumption says that $E$ is one. If $T$ and $U$ are adjoint tensors, the Leibniz rule gives

$$\begin{aligned}
[E_{pq},(TU)_{rs}]&=\sum_t\bigl([E_{pq},T_{rt}]U_{ts}+T_{rt}[E_{pq},U_{ts}]\bigr)\\
&=\sum_t(\delta_{qr}T_{pt}-\delta_{pt}T_{rq})U_{ts}+\sum_t T_{rt}(\delta_{qt}U_{ps}-\delta_{ps}U_{tq})\\
&=\delta_{qr}(TU)_{ps}-T_{rq}U_{ps}+T_{rq}U_{ps}-\delta_{ps}(TU)_{rq}.
\end{aligned}$$

The middle terms cancel, so $TU$ is an adjoint tensor. The identity matrix is one too: its entries commute with everything, and $\delta_{qr}\delta_{ps}-\delta_{ps}\delta_{rq}=0$. By induction every $E^k$ is an adjoint tensor. Finally, setting $s=r$ and summing,

$$[E_{pq},\operatorname{tr}T]=\sum_r(\delta_{qr}T_{pr}-\delta_{pr}T_{rq})=T_{pq}-T_{pq}=0.$$

With $T=E^k$ this proves the claim.

The hypothesis cannot simply be dropped. For two orbitals, take $E_{11}=|1\rangle\langle1|$, $E_{12}=|1\rangle\langle2|+|2\rangle\langle1|$ and $E_{21}=E_{22}=0$, which violate the commutation relations. Both the linear and the quadratic sum equal $|1\rangle\langle1|$, yet $E_{11}E_{12}=|1\rangle\langle2|$ while $E_{12}E_{11}=|2\rangle\langle1|$.

## Operators as matrix entries in Lean

The type `n` labels the orbitals, and `A` is the ring of operators. Where the prose uses $n$ as a number, as in gl(n), it means the number of orbitals, `Fintype.card n` in Lean.

```lean
import Mathlib

open Matrix

namespace OrbitalCasimir

noncomputable section

variable {n A : Type*} [Fintype n] [DecidableEq n] [Ring A]
```

`IsGL E` is the assumed commutation relation, with each Kronecker delta written as an `if`.

```lean
/-- The commutation relations `[E_pq, E_rs] = δ_qr E_ps - δ_ps E_rq` of the orbital
excitation operators, collected in a matrix `E` with operator entries. -/
def IsGL (E : Matrix n n A) : Prop :=
  ∀ p q r s, E p q * E r s - E r s * E p q =
    (if q = r then E p s else 0) - (if p = s then E r q else 0)
```

`IsAdjointTensor E T` has the same shape, so `IsGL E` and `IsAdjointTensor E E` unfold to the same statement.

```lean
/-- A matrix `T` of operators is an adjoint tensor if its commutators with the `E_pq` are
`[E_pq, T_rs] = δ_qr T_ps - δ_ps T_rq`. -/
def IsAdjointTensor (E T : Matrix n n A) : Prop :=
  ∀ p q r s, E p q * T r s - T r s * E p q =
    (if q = r then T p s else 0) - (if p = s then T r q else 0)
```

The invariant of degree $k$ is a trace and hence an element of `A`, not a number.

```lean
/-- The Casimir operator of degree `k`: the trace of the `k`-th power of the matrix of
excitation operators. -/
def casimir (E : Matrix n n A) (k : ℕ) : A := Matrix.trace (E ^ k)
```

## Products, powers and traces

In the product lemma, `key` is the Leibniz rule for one value of $t$, verified by `noncomm_ring`, which preserves the order of factors. The simplification then evaluates the sums over deltas, and `abel` cancels the cross terms.

```lean
/-- The matrix product of two adjoint tensors is an adjoint tensor. -/
theorem IsAdjointTensor.mul {E T U : Matrix n n A}
    (hT : IsAdjointTensor E T) (hU : IsAdjointTensor E U) : IsAdjointTensor E (T * U) := by
  intro p q r s
  -- Leibniz rule for the commutator with each term of the matrix product
  have key : ∀ t, E p q * (T r t * U t s) - (T r t * U t s) * E p q =
      ((if q = r then T p t else 0) - (if p = t then T r q else 0)) * U t s +
        T r t * ((if q = t then U p s else 0) - (if p = s then U t q else 0)) := by
    intro t
    rw [← hT p q r t, ← hU p q t s]
    noncomm_ring
  rw [Matrix.mul_apply, Finset.mul_sum, Finset.sum_mul, ← Finset.sum_sub_distrib,
    Finset.sum_congr rfl (fun t _ => key t)]
  -- the two cross terms `T_rq U_ps` cancel
  simp only [sub_mul, mul_sub, ite_mul, mul_ite, zero_mul, mul_zero, Finset.sum_add_distrib,
    Finset.sum_sub_distrib, Finset.sum_ite_eq, Finset.mem_univ, if_true]
  split_ifs <;> simp only [Finset.sum_const_zero, Matrix.mul_apply] <;> abel
```

The induction starts from the identity matrix and multiplies by $E$ on the right at each step.

```lean
/-- Every power of the matrix of excitation operators is an adjoint tensor. -/
theorem IsGL.pow {E : Matrix n n A} (hE : IsGL E) (k : ℕ) : IsAdjointTensor E (E ^ k) := by
  induction k with
  | zero =>
    intro p q r s
    rw [pow_zero]
    have hl : E p q * (1 : Matrix n n A) r s - (1 : Matrix n n A) r s * E p q = 0 := by
      by_cases h : r = s <;> simp [Matrix.one_apply, h]
    rw [hl]
    by_cases h1 : q = r
    · subst h1
      simp [Matrix.one_apply]
    · simp [h1, Ne.symm h1]
  | succ k ih =>
    rw [pow_succ]
    exact ih.mul hE
```

For the trace, the two delta sums each leave $T_{pq}$.

```lean
/-- The trace of an adjoint tensor commutes with every excitation operator. -/
theorem IsAdjointTensor.trace_commute {E T : Matrix n n A} (hT : IsAdjointTensor E T)
    (p q : n) : Commute (Matrix.trace T) (E p q) := by
  have h : E p q * Matrix.trace T - Matrix.trace T * E p q = 0 := by
    rw [Matrix.trace, Finset.mul_sum, Finset.sum_mul, ← Finset.sum_sub_distrib]
    simp only [Matrix.diag_apply, hT p q, Finset.sum_sub_distrib, Finset.sum_ite_eq,
      Finset.mem_univ, if_true, sub_self]
  exact (sub_eq_zero.mp h).symm
```

Combining the last two results gives the theorem for every degree.

```lean
/-- The Casimir operator of any degree commutes with every excitation operator. -/
theorem casimir_commute {E : Matrix n n A} (hE : IsGL E) (k : ℕ) (r s : n) :
    Commute (casimir E k) (E r s) :=
  (hE.pow k).trace_commute r s
```

Degrees one and two, with the traces written out, are the original claim. `Commute x y` means $xy=yx$.

```lean
/-- The linear operator `∑ E_pp` and the quadratic operator `∑ E_pq E_qp` both commute with
every excitation operator `E_rs`. -/
theorem linear_and_quadratic_casimir {E : Matrix n n A} (hE : IsGL E) (r s : n) :
    Commute (∑ p, E p p) (E r s) ∧ Commute (∑ p, ∑ q, E p q * E q p) (E r s) := by
  constructor
  · have h := casimir_commute hE 1 r s
    simpa only [casimir, pow_one, Matrix.trace, Matrix.diag_apply] using h
  · have h := casimir_commute hE 2 r s
    simpa only [casimir, pow_two, Matrix.trace, Matrix.diag_apply, Matrix.mul_apply] using h
```

## One-body operators and mutual commutation

The coefficients $h_{pq}$ lie in a commutative ring `K` over which `A` is an algebra, so they commute with the operators; $h$ need not be Hermitian. Linearity carries the result over to the sum. In a finite orbital basis, these invariants are therefore conserved by any non-interacting Hamiltonian of the form $\sum_{pq} h_{pq}E_{pq}$, which for the spin-summed operators means a spin-free one. Electron repulsion does not spoil this: the spin-free two-electron operator is a linear combination of products $E_{pq}E_{rs}$ and single operators $E_{ps}$, and whatever commutes with every $E_{pq}$ commutes with these too. Real antisymmetric $h$ gives the so(n) generators of real orbital rotations, although the invariants themselves are those of gl(n).

```lean
/-- Every Casimir operator commutes with every one-body operator `∑ h_pq E_pq`. -/
theorem casimir_commute_oneBody {K : Type*} [CommRing K] [Algebra K A]
    {E : Matrix n n A} (hE : IsGL E) (k : ℕ) (h : Matrix n n K) :
    Commute (casimir E k) (∑ p, ∑ q, h p q • E p q) :=
  Commute.sum_right _ _ _ fun p _ => Commute.sum_right _ _ _ fun q _ =>
    (casimir_commute hE k p q).smul_right (h p q)
```

Since $\operatorname{tr}(E^k)$ commutes with each entry of $E$, it commutes with each entry of $E^l$, by induction on $l$, and so with $\operatorname{tr}(E^l)$.

```lean
/-- Casimir operators of any two degrees commute with each other. -/
theorem casimir_commute_casimir {E : Matrix n n A} (hE : IsGL E) (k l : ℕ) :
    Commute (casimir E k) (casimir E l) := by
  -- the first operator commutes with every entry of every power of `E`
  have h : ∀ p q, Commute (casimir E k) ((E ^ l) p q) := by
    induction l with
    | zero =>
      intro p q
      rw [pow_zero, Matrix.one_apply]
      split_ifs
      · exact Commute.one_right _
      · exact Commute.zero_right _
    | succ l ih =>
      intro p q
      rw [pow_succ, Matrix.mul_apply]
      exact Commute.sum_right _ _ _ fun t _ => (ih p t).mul_right (casimir_commute hE k t q)
  exact Commute.sum_right _ _ _ fun p _ => h p p
```

## Matrix units and the value n

A concrete realisation is $E_{pq}=|p\rangle\langle q|$ on the one-particle space.

```lean
/-- The matrix units `|p⟩⟨q|` acting on the one-particle space spanned by the orbitals. -/
def matrixUnits (m : Type*) [DecidableEq m] : Matrix m m (Matrix m m ℂ) :=
  fun p q => Matrix.single p q 1
```

The product rule follows from orthonormality of the orbitals.

```lean
/-- The product rule `|a⟩⟨b| |c⟩⟨d| = δ_bc |a⟩⟨d|` of matrix units. -/
theorem matrixUnits_mul (a b c d : n) :
    matrixUnits n a b * matrixUnits n c d = if b = c then matrixUnits n a d else 0 := by
  by_cases h : b = c
  · subst h
    simp [matrixUnits]
  · simp [matrixUnits, h]
```

Subtracting the two orders of multiplication yields the required relations.

```lean
/-- The matrix units satisfy the commutation relations of the excitation operators. -/
theorem isGL_witness : IsGL (matrixUnits n) := by
  intro p q r s
  rw [matrixUnits_mul, matrixUnits_mul]
  by_cases h : p = s
  · subst h
    simp
  · simp [h, Ne.symm h]
```

For two orbitals the quadratic invariant is

$$E_{11}E_{11}+E_{12}E_{21}+E_{21}E_{12}+E_{22}E_{22}=2|1\rangle\langle1|+2|2\rangle\langle2|=2\cdot\mathbf 1.$$

In general each $|p\rangle\langle p|$ occurs once for every $q$, and the resolution of the identity, `hone`, gives the number of orbitals times $\mathbf 1$.

```lean
/-- On the one-particle space the quadratic Casimir operator is the number of orbitals times
the identity. -/
theorem quadratic_casimir_matrixUnits :
    ∑ p, ∑ q, matrixUnits n p q * matrixUnits n q p =
      Fintype.card n • (1 : Matrix n n ℂ) := by
  -- resolution of the identity
  have hone : ∑ p, matrixUnits n p p = (1 : Matrix n n ℂ) := by
    ext i j
    rw [Matrix.sum_apply]
    by_cases h : i = j
    · subst h
      simp [matrixUnits, Matrix.single_apply]
    · rw [Matrix.one_apply_ne h]
      refine Finset.sum_eq_zero fun p _ => ?_
      rw [matrixUnits, Matrix.single_apply, if_neg]
      rintro ⟨h1, h2⟩
      exact h (h1.symm.trans h2)
  simp only [matrixUnits_mul, if_true, Finset.sum_const, Finset.card_univ]
  rw [← Finset.smul_sum, hone]

end

end OrbitalCasimir
```

```lean
#print axioms OrbitalCasimir.IsAdjointTensor.trace_commute
#print axioms OrbitalCasimir.linear_and_quadratic_casimir
#print axioms OrbitalCasimir.casimir_commute_casimir
#print axioms OrbitalCasimir.quadratic_casimir_matrixUnits
```

```
'OrbitalCasimir.IsAdjointTensor.trace_commute' depends on axioms: [propext, Classical.choice, Quot.sound]
'OrbitalCasimir.linear_and_quadratic_casimir' depends on axioms: [propext, Classical.choice, Quot.sound]
'OrbitalCasimir.casimir_commute_casimir' depends on axioms: [propext, Classical.choice, Quot.sound]
'OrbitalCasimir.quadratic_casimir_matrixUnits' depends on axioms: [propext, Classical.choice, Quot.sound]
```
